# Off the forward direction, nonlinear Compton harmonics from an electron initially at rest fall in frequency as the laser intensity rises

An electron at rest is overtaken by an intense laser wave. It absorbs several laser photons and emits a single photon of higher or lower frequency. In a weak wave the ordinary Compton formula fixes the emitted frequency at each angle. In a strong wave the electron also quivers and drifts, and its average momentum satisfies a mass-shell condition with a larger mass. How does the emitted frequency then depend on the intensity?

## Harmonic frequencies and the dressed mass

Units have \(\hbar=c=1\). A four-vector \(a=(E_a,\mathbf a)\) is a pair (energy, spatial momentum), with the product
\[
a\cdot b=E_aE_b-\mathbf a\cdot\mathbf b .
\]
Let \(m>0\) be the electron mass and \(p=(m,\mathbf 0)\) its momentum outside the wave. The laser photon \(k\) and the emitted photon \(k'\) are null vectors with frequencies \(w,w'>0\) and angle \(\theta\) between their spatial parts. The dimensionless number \(\xi\) measures the strength of the wave, and \(n\) is the number of absorbed photons. The dressed momentum is
\[
q=p+\frac{m^2\xi^2}{2\,k\cdot p}\,k .
\]
It satisfies \(q\cdot q=m^2(1+\xi^2)\). The final momentum \(q+nk-k'\) has this same square exactly when
\[
w'=\frac{nw}{1+\left(\frac{\xi^2}{2}+\frac{nw}{m}\right)(1-\cos\theta)} .
\]
For \(n\ge1\) the right-hand side is strictly decreasing in \(\xi^2\ge0\) if and only if \(\cos\theta<1\).

The term with \(\xi^2\) stands for the cycle-averaged effect of the quiver motion: \(m^2\xi^2\) is the mean square of the transverse momentum that the wave gives the electron. Let \(a_0\) be the usual peak amplitude, the largest value of \(e|\mathbf A|/m\), with \(e\) the elementary charge and \(\mathbf A\) the transverse vector potential of the wave. For circular polarisation \(\xi=a_0\), while for linear polarisation \(\xi^2=a_0^2/2\).

## Fixing the photon energy in an emission routine

A Monte Carlo routine that treats emission harmonic by harmonic in a plane wave can choose \(n\) and a direction in the electron's initial rest frame. The formula then supplies \(w'\), and momentum conservation supplies the dressed momentum \(q'=q+nk-k'\) after the emission. The corresponding momentum outside the wave is \(p'=q'-\frac{m^2\xi^2}{2\,k\cdot q'}\,k\), since \(k\cdot q'=k\cdot p'\); it is this \(p'\) that serves as \(p\) in a further emission. For a monochromatic plane wave of fixed strength, this is the kinematic part of simulating nonlinear Compton scattering.

Two conventions matter in the implementation. The rest frame is that of \(p\), not of \(q\): in it the dressed electron already moves along the laser direction. And the recoil momentum \(q+nk-k'\) must be tested against \(m^2(1+\xi^2)\), not against \(m^2\). For a beam electron, one boosts to the rest frame of \(p\) before using the closed formula, or stays in the laboratory frame and uses the invariant condition derived below.

## From equal squares to the emitted frequency

For any real \(t\), bilinearity and symmetry give
\[
(a+tb)\cdot(a+tb)=a\cdot a+2t\,a\cdot b+t^2\,b\cdot b .
\]
Set \(a=p\), \(b=k\) and \(t=m^2\xi^2/(2k\cdot p)\). Since \(p\cdot p=m^2\) and \(k\cdot k=0\),
\[
q\cdot q=m^2+2t\,k\cdot p=m^2(1+\xi^2).
\]
This step needs only \(k\cdot p\ne0\), not an electron at rest.

Next expand the square of the final momentum. Both photons are null, so
\[
(q+nk-k')^2=q\cdot q+2n\,k\cdot q-2k'\cdot q-2n\,k'\cdot k .
\]
It equals \(q\cdot q\) exactly when
\[
n\,k\cdot q=k'\cdot q+n\,k'\cdot k .
\]

For a null vector of positive frequency, the spatial length equals the frequency. Hence
\[
k\cdot k'=ww'-ww'\cos\theta=ww'(1-\cos\theta).
\]
In the rest frame \(k\cdot p=wm\) and \(k'\cdot p=w'm\). Therefore \(k\cdot q=wm\), and
\[
\begin{aligned}
k'\cdot q&=w'm+\frac{m^2\xi^2}{2wm}\,ww'(1-\cos\theta)\\
&=w'm\left[1+\frac{\xi^2}{2}(1-\cos\theta)\right].
\end{aligned}
\]
Inserting these products and dividing by \(m\) gives
\[
nw=w'\left[1+\left(\frac{\xi^2}{2}+\frac{nw}{m}\right)(1-\cos\theta)\right].
\]
The bracket is at least 1, so division by it gives the frequency formula, and every step can be reversed.

When \(\xi^2\) grows from \(s\) to \(t>s\), the bracket grows by \((t-s)(1-\cos\theta)/2\). If \(\cos\theta<1\), this is positive; with \(n\ge1\) the numerator \(nw\) is positive too, and the frequency falls. If \(\cos\theta=1\), the bracket is 1 and the frequency is \(nw\) at every intensity.

Dividing the last displayed equation by \(ww'\) and subtracting \(1/w\) gives \(n\) times the shift in inverse frequency from \(1/(nw)\) to \(1/w'\):
\[
\frac{n}{w'}-\frac1w
=\left(\frac{n}{m}+\frac{\xi^2}{2w}\right)(1-\cos\theta).
\]
At \(\xi=0\) and \(n=1\) this is the ordinary Compton shift.

## Backscattering with \(m=\xi=w=n=1\)

These values are chosen for easy arithmetic; for an optical laser \(w\) is far smaller than \(m\). Take one spatial dimension, \(k=(1,1)\) and \(\theta=\pi\). The denominator is
\[
1+\left(\tfrac12+1\right)\cdot2=4,
\]
so \(w'=1/4\) and \(k'=(1/4,-1/4)\). With \(k\cdot p=1\), the dressed momentum is
\[
q=(1,0)+\tfrac12(1,1)=\left(\tfrac32,\tfrac12\right),
\qquad q\cdot q=\tfrac94-\tfrac14=2 .
\]
The final momentum is \(q+k-k'=(9/4,7/4)\), with square \((81-49)/16=2\), as required. Without the dressing, \(\xi=0\), the same geometry gives \(w'=1/3\).

## The Lean file

```lean
import Mathlib

open InnerProductGeometry

namespace NonlinearCompton

noncomputable section

variable {V : Type*} [NormedAddCommGroup V] [InnerProductSpace ℝ V]

/-- The Minkowski product of two four-vectors, each written as a pair
(energy, spatial momentum). -/
def mdot (a b : ℝ × V) : ℝ := a.1 * b.1 - inner ℝ a.2 b.2

/-- The dressed momentum `q = p + m²ξ² k / (2 k·p)` of an electron of mass `m` in a plane wave
of strength `ξ` and wave vector `k`; its domain is `k·p ≠ 0`. -/
def dressed (m ξ : ℝ) (p k : ℝ × V) : ℝ × V :=
  p + (m ^ 2 * ξ ^ 2 / (2 * mdot k p)) • k

/-- The frequency of the `n`-th harmonic emitted at angle `θ` to the laser direction by an electron
of mass `m`, initially at rest, in a laser of frequency `w` and squared strength `s = ξ²`; its
domain is `m ≠ 0` and a nonzero main denominator. -/
def harmonicFreq (m w s : ℝ) (n : ℕ) (θ : ℝ) : ℝ :=
  n * w / (1 + (s / 2 + n * w / m) * (1 - Real.cos θ))

/-- The Minkowski product is symmetric. -/
theorem mdot_comm (a b : ℝ × V) : mdot a b = mdot b a := by
  unfold mdot
  rw [real_inner_comm, mul_comm]

/-- The Minkowski product is linear in its second argument. -/
theorem mdot_add_smul (a b c : ℝ × V) (t : ℝ) :
    mdot a (b + t • c) = mdot a b + t * mdot a c := by
  simp only [mdot, Prod.fst_add, Prod.snd_add, Prod.smul_fst, Prod.smul_snd,
    inner_add_right, real_inner_smul_right, smul_eq_mul]
  ring

/-- The Minkowski square of `a + t b`, expanded. -/
theorem mdot_self_add_smul (a b : ℝ × V) (t : ℝ) :
    mdot (a + t • b) (a + t • b) = mdot a a + 2 * t * mdot a b + t ^ 2 * mdot b b := by
  rw [mdot_add_smul, mdot_comm (a + t • b) a, mdot_comm (a + t • b) b,
    mdot_add_smul, mdot_add_smul, mdot_comm b a]
  ring

/-- Two null vectors of positive frequencies `w`, `w'` at angle `θ` have the product
`w w' (1 - cos θ)`. -/
theorem null_mdot {k k' : ℝ × V} (hk : mdot k k = 0) (hk' : mdot k' k' = 0)
    (hw : 0 < k.1) (hw' : 0 < k'.1) :
    mdot k k' = k.1 * k'.1 * (1 - Real.cos (angle k.2 k'.2)) := by
  -- a null vector has spatial length equal to its frequency
  have len : ∀ a : ℝ × V, mdot a a = 0 → 0 < a.1 → ‖a.2‖ = a.1 := by
    intro a ha h0
    unfold mdot at ha
    rw [real_inner_self_eq_norm_sq] at ha
    exact (sq_eq_sq₀ (norm_nonneg _) h0.le).mp (by linear_combination -ha)
  have h := cos_angle_mul_norm_mul_norm k.2 k'.2
  rw [len k hk hw, len k' hk' hw'] at h
  unfold mdot
  linear_combination h

/-- For an electron on its mass shell `p·p = m²` and a null wave vector `k` with `k·p ≠ 0`,
the dressed momentum satisfies `q·q = m² (1 + ξ²)`. -/
theorem dressed_sq {m ξ : ℝ} {p k : ℝ × V} (hp : mdot p p = m ^ 2) (hk : mdot k k = 0)
    (hkp : mdot k p ≠ 0) :
    mdot (dressed m ξ p k) (dressed m ξ p k) = m ^ 2 * (1 + ξ ^ 2) := by
  unfold dressed
  rw [mdot_self_add_smul, hp, hk, mdot_comm p k]
  field_simp
  ring

/-- For null `k` and `k'`, absorbing `n` quanta `k` and emitting one `k'` leaves the square of
`q` unchanged iff `n k·q = k'·q + n k'·k`. -/
theorem same_shell_iff {k k' : ℝ × V} (q : ℝ × V) (n : ℕ)
    (hk : mdot k k = 0) (hk' : mdot k' k' = 0) :
    mdot (q + (n : ℝ) • k - k') (q + (n : ℝ) • k - k') = mdot q q ↔
      n * mdot k q = mdot k' q + n * mdot k' k := by
  have e : q + (n : ℝ) • k - k' = (q + (n : ℝ) • k) + (-1 : ℝ) • k' := by module
  rw [e, mdot_self_add_smul, mdot_self_add_smul, hk, hk',
    mdot_comm (q + (n : ℝ) • k) k', mdot_add_smul, mdot_comm q k]
  constructor <;> intro h <;> linarith

/-- Nonlinear Compton scattering: for an electron of mass `m > 0` initially at rest and null
`k`, `k'` of positive frequencies, `q + n k - k'` has the same square as the dressed momentum
`q` iff the frequency of `k'` is that of the `n`-th harmonic at the angle between `k`
and `k'`. -/
theorem nonlinear_compton {m : ℝ} (ξ : ℝ) (n : ℕ) {k k' : ℝ × V} (hm : 0 < m)
    (hk : mdot k k = 0) (hk' : mdot k' k' = 0) (hw : 0 < k.1) (hw' : 0 < k'.1) :
    mdot (dressed m ξ (m, 0) k + (n : ℝ) • k - k')
        (dressed m ξ (m, 0) k + (n : ℝ) • k - k')
      = mdot (dressed m ξ (m, 0) k) (dressed m ξ (m, 0) k) ↔
    k'.1 = harmonicFreq m k.1 (ξ ^ 2) n (angle k.2 k'.2) := by
  have hp : ∀ a : ℝ × V, mdot a ((m, 0) : ℝ × V) = a.1 * m := by
    intro a
    simp [mdot]
  have hkk := null_mdot hk hk' hw hw'
  have hc : 0 ≤ 1 - Real.cos (angle k.2 k'.2) := sub_nonneg.mpr (Real.cos_le_one _)
  unfold harmonicFreq
  generalize Real.cos (angle k.2 k'.2) = c at hkk hc ⊢
  -- the products of the two photons with the dressed momentum
  have h1 : mdot k (dressed m ξ (m, 0) k) = k.1 * m := by
    unfold dressed
    rw [mdot_add_smul, hk, hp]
    ring
  have h2 : mdot k' (dressed m ξ (m, 0) k) = k'.1 * m * (1 + ξ ^ 2 / 2 * (1 - c)) := by
    unfold dressed
    rw [mdot_add_smul, hp k', hp k, mdot_comm k' k, hkk]
    field_simp
  have hD : 0 < 1 + (ξ ^ 2 / 2 + n * k.1 / m) * (1 - c) := by
    have h3 : 0 ≤ ξ ^ 2 / 2 + n * k.1 / m := by positivity
    linarith [mul_nonneg h3 hc]
  rw [same_shell_iff _ n hk hk', h1, h2, mdot_comm k' k, hkk, eq_div_iff hD.ne']
  -- the two conditions differ by the factor `m`
  have key : k'.1 * (1 + (ξ ^ 2 / 2 + n * k.1 / m) * (1 - c)) * m
      = k'.1 * m * (1 + ξ ^ 2 / 2 * (1 - c)) + n * (k.1 * k'.1 * (1 - c)) := by
    field_simp
    ring
  constructor
  · intro h
    apply mul_right_cancel₀ hm.ne'
    linear_combination key - h
  · intro h
    linear_combination key - m * h

/-- For `m, w > 0` and `n ≥ 1`, the harmonic frequency is strictly decreasing in `ξ² ≥ 0`
iff `cos θ < 1`. -/
theorem harmonicFreq_strictAnti_iff {m w : ℝ} {n : ℕ} (θ : ℝ) (hm : 0 < m) (hw : 0 < w)
    (hn : 0 < n) :
    StrictAntiOn (fun s => harmonicFreq m w s n θ) (Set.Ici 0) ↔ Real.cos θ < 1 := by
  constructor
  · -- in the forward direction the frequency does not depend on the intensity
    intro h
    by_contra hc
    have hc1 : Real.cos θ = 1 := le_antisymm (Real.cos_le_one θ) (not_lt.mp hc)
    have h01 := h (show (0 : ℝ) ∈ Set.Ici 0 from Set.mem_Ici.mpr le_rfl)
      (show (1 : ℝ) ∈ Set.Ici 0 from Set.mem_Ici.mpr zero_le_one) zero_lt_one
    simp [harmonicFreq, hc1] at h01
  · intro hc s hs t _ hst
    have hs0 : 0 ≤ s := Set.mem_Ici.mp hs
    have hn' : (0 : ℝ) < n := by exact_mod_cast hn
    have h1 : 0 < 1 - Real.cos θ := sub_pos.mpr hc
    have h2 : 0 ≤ s / 2 + n * w / m := by positivity
    have hD : 0 < 1 + (s / 2 + n * w / m) * (1 - Real.cos θ) := by
      linarith [mul_nonneg h2 h1.le]
    change harmonicFreq m w t n θ < harmonicFreq m w s n θ
    unfold harmonicFreq
    apply div_lt_div_of_pos_left (mul_pos hn' hw) hD
    nlinarith [mul_pos (sub_pos.mpr hst) h1]

/-- The intensity-dependent Compton shift: if an electron of mass `m > 0` initially at rest keeps
its dressed mass on absorbing `n` null `k` and emitting a null `k'`, of positive frequencies `w` and
`w'`, then `n/w' - 1/w = (n/m + ξ²/(2w)) (1 - cos θ)`, where `θ` is the angle between the spatial
parts of `k` and `k'`. -/
theorem compton_shift {m : ℝ} (ξ : ℝ) (n : ℕ) {k k' : ℝ × V} (hm : 0 < m)
    (hk : mdot k k = 0) (hk' : mdot k' k' = 0) (hw : 0 < k.1) (hw' : 0 < k'.1)
    (h : mdot (dressed m ξ (m, 0) k + (n : ℝ) • k - k')
        (dressed m ξ (m, 0) k + (n : ℝ) • k - k')
      = mdot (dressed m ξ (m, 0) k) (dressed m ξ (m, 0) k)) :
    n / k'.1 - 1 / k.1
      = (n / m + ξ ^ 2 / (2 * k.1)) * (1 - Real.cos (angle k.2 k'.2)) := by
  have e := (nonlinear_compton ξ n hm hk hk' hw hw').mp h
  have hc : 0 ≤ 1 - Real.cos (angle k.2 k'.2) := sub_nonneg.mpr (Real.cos_le_one _)
  unfold harmonicFreq at e
  generalize Real.cos (angle k.2 k'.2) = c at e hc ⊢
  have hD : 0 < 1 + (ξ ^ 2 / 2 + n * k.1 / m) * (1 - c) := by
    have h3 : 0 ≤ ξ ^ 2 / 2 + n * k.1 / m := by positivity
    linarith [mul_nonneg h3 hc]
  rw [eq_div_iff hD.ne'] at e
  -- solve the harmonic formula for the inverse frequency
  have e2 : n / k'.1 = (1 + (ξ ^ 2 / 2 + n * k.1 / m) * (1 - c)) / k.1 := by
    rw [div_eq_div_iff hw'.ne' hw.ne']
    linear_combination -e
  rw [e2]
  field_simp
  ring

/-- Backscattering in one spatial dimension with `m = ξ = 1`: the vectors `k = (1, 1)` and
`k' = (1/4, -1/4)` are null, `q = (3/2, 1/2)`, and `q + k - k'` has the same square as `q`. -/
theorem nonlinear_compton_witness :
    mdot ((1, 1) : ℝ × ℝ) (1, 1) = 0 ∧
    mdot ((1 / 4, -1 / 4) : ℝ × ℝ) (1 / 4, -1 / 4) = 0 ∧
    dressed 1 1 ((1, 0) : ℝ × ℝ) (1, 1) = (3 / 2, 1 / 2) ∧
    mdot ((3 / 2, 1 / 2) + (1, 1) - (1 / 4, -1 / 4) : ℝ × ℝ)
        ((3 / 2, 1 / 2) + (1, 1) - (1 / 4, -1 / 4))
      = mdot ((3 / 2, 1 / 2) : ℝ × ℝ) (3 / 2, 1 / 2) := by
  refine ⟨?_, ?_, ?_, ?_⟩
  · norm_num [mdot]
  · norm_num [mdot]
  · ext <;> norm_num [mdot, dressed]
  · norm_num [mdot]

end

end NonlinearCompton
```

```lean
#print axioms NonlinearCompton.dressed_sq
-- 'NonlinearCompton.dressed_sq' depends on axioms: [propext, Classical.choice, Quot.sound]
#print axioms NonlinearCompton.nonlinear_compton
-- 'NonlinearCompton.nonlinear_compton' depends on axioms: [propext, Classical.choice, Quot.sound]
#print axioms NonlinearCompton.harmonicFreq_strictAnti_iff
-- 'NonlinearCompton.harmonicFreq_strictAnti_iff' depends on axioms: [propext, Classical.choice, Quot.sound]
#print axioms NonlinearCompton.compton_shift
-- 'NonlinearCompton.compton_shift' depends on axioms: [propext, Classical.choice, Quot.sound]
```

## The theorems in terms of the scattering event

A four-vector has type `ℝ × V`, where `V` is any real inner product space; ordinary space is one case, and the numerical instance uses `V = ℝ`. The components `k.1` and `k.2` are the frequency and the spatial momentum, and `mdot` fixes the signature with positive energy squared. The hypotheses `mdot k k = 0` and `0 < k.1` say that \(k\) is a photon of positive frequency, and likewise for `k'`. The angle is Mathlib's unoriented `angle k.2 k'.2`.

`dressed_sq` states the dressed mass shell for every on-shell \(p\) with \(k\cdot p\ne0\). `same_shell_iff` is the invariant condition, valid for any vector `q`. `nonlinear_compton` specialises to \(p=(m,\mathbf0)\) and states the equivalence with the frequency formula, which is stored in `harmonicFreq` as a function of `s`, the squared strength \(\xi^2\). It also allows \(n=0\), where neither side can hold: a free electron in the wave does not emit without absorbing.

`harmonicFreq_strictAnti_iff` expresses the intensity dependence by `StrictAntiOn` on `Set.Ici 0`, the half-line \(s\ge0\), for positive \(m\), \(w\) and \(n\). `compton_shift` gives the inverse-frequency relation for an emission that preserves the dressed square, and `nonlinear_compton_witness` records the numerical instance.

## Algebra behind the equivalence

`mdot_comm` and `mdot_add_smul` supply symmetry and linearity, from which `mdot_self_add_smul` obtains the expanded square. `null_mdot` first shows that a photon's spatial length equals its frequency, then inserts the cosine. In `dressed_sq`, `field_simp` cancels \(k\cdot p\), which is where its being nonzero enters.

`same_shell_iff` writes the subtraction of \(k'\) as the addition of \((-1)k'\), so the same expansion serves twice; `linarith` then handles both directions.

In `nonlinear_compton`, `h1` and `h2` are the products \(k\cdot q\) and \(k'\cdot q\), and `hD` is the positivity of the denominator. The rewrite with `eq_div_iff` clears that denominator. The identity `key` relates the result to the invariant condition, which carries an extra factor \(m\); `mul_right_cancel₀` removes it in one direction.

For the monotonicity, `div_lt_div_of_pos_left` compares two fractions with the same positive numerator, and `nlinarith` shows that the denominator at the higher intensity `t` is larger than the one at `s`. The converse compares \(s=0\) with \(s=1\): at \(\cos\theta=1\) the two frequencies are equal, which contradicts a strict decrease. `compton_shift` takes the frequency formula from `nonlinear_compton` and solves it for \(n/w'\).

## Kinematics without emission rates

The dressed momentum is a definition here. It is not derived from the Dirac equation in a plane wave, and the conservation law \(q+nk=q'+k'\), with \(q'\) the final dressed momentum, enters as the choice of which vector to square. The theorems say which frequencies are compatible with an unchanged dressed mass. They give no probability for any harmonic, no dependence on spin or polarisation, and no radiated power.

The strength \(\xi\) is one constant. A focused beam or a short pulse has a varying strength, and using its local value in the formula is an approximation that a code has to justify separately. The theorems also concern real numbers, so rounding error in the four-vector products remains a matter for the implementation.
